# The integer-displacement Wigner function on a chain determines a finitely supported state up to one phase on even sites and one on odd sites

Take a particle shared equally between two neighbouring sites of a chain, with amplitudes $(1,1)/\sqrt2$ or $(1,-1)/\sqrt2$. The first state has momentum density proportional to $1+\cos k$, peaked at $k=0$. The second has $1-\cos k$, peaked at $k=\pi$. The continuum Wigner function combines the amplitudes at $x-y$ and $x+y$ and integrates over the displacement $y$. If it is carried over to the chain by letting $x$ and $y$ run over the integers, both states give the same function: apart from a constant prefactor, the value $1/2$ at each of the two sites and zero at all others, for every $k$. Anyone who reads momentum from that picture, or reconstructs the state from it, cannot tell the two apart.

For pure states occupying finitely many sites, the theorems below determine exactly how much is lost. The lattice spacing and $\hbar$ are set to one.

## States, Wigner function and boosts

```lean
import Mathlib

open Complex (I exp)
open scoped ComplexConjugate Real

namespace LatticeWigner

noncomputable section
```

In what follows `I` is the imaginary unit, `conj` is complex conjugation and `exp` is the complex exponential.

```lean
/-- The Wigner function of a finitely supported lattice state `f` at site `n` and
momentum `k`. -/
def wigner (f : ℤ →₀ ℂ) (n : ℤ) (k : ℝ) : ℂ :=
  ∑' m : ℤ, conj (f (n - m)) * f (n + m) * exp (-2 * I * k * m)
```

A state is an object `f : ℤ →₀ ℂ`: a complex amplitude $f(j)$ for every integer site $j$, nonzero at only finitely many of them. No normalisation is required. The definition reads

$$W_f(n,k)=\sum_{m\in\mathbb Z}\overline{f(n-m)}\,f(n+m)\,e^{-2ikm},$$

with $n$ an integer and $k$ real. The symbol `∑'` is Lean's infinite sum. Textbooks usually put a constant prefactor in front, which is left out here.

The setting is one spinless particle on an infinite chain. A Gaussian packet has tails on every site, so applying the results to it requires a passage from finite to infinite support that the theorems don't make.

```lean
/-- The momentum amplitude of a finitely supported lattice state. -/
def momentumAmplitude (f : ℤ →₀ ℂ) (k : ℝ) : ℂ :=
  ∑' j : ℤ, f j * exp (-I * k * j)
```

This is the momentum amplitude $\tilde f(k)=\sum_j f(j)e^{-ikj}$, again without a prefactor. It has period $2\pi$ in $k$, as a lattice momentum should.

```lean
/-- The momentum boost by `q`: the amplitude at site `j` is multiplied by `exp (i q j)`. -/
def boost (q : ℝ) (f : ℤ →₀ ℂ) : ℤ →₀ ℂ :=
  Finsupp.onFinset f.support (fun j => exp (I * q * j) * f j)
    (fun _ hj => Finsupp.mem_support_iff.mpr (right_ne_zero_of_mul hj))
```

A boost by $q$ replaces $f(j)$ by $e^{iqj}f(j)$. Lean needs to know that the result is still finitely supported, so the definition supplies the old support together with a proof that the new amplitude vanishes outside it.

## Recovering products of amplitudes

```lean
/-- The Wigner function is a finite sum over the displacements `m` for which the site
`n + m` is occupied. -/
theorem wigner_eq_sum (f : ℤ →₀ ℂ) (n : ℤ) (k : ℝ) :
    wigner f n k = ∑ m ∈ f.support.image (fun j => j - n),
      conj (f (n - m)) * f (n + m) * exp (-2 * I * k * m) := by
  unfold wigner
  apply tsum_eq_sum
  intro m hm
  have h0 : f (n + m) = 0 := by
    by_contra h
    exact hm (Finset.mem_image.mpr ⟨n + m, Finsupp.mem_support_iff.mpr h, by simp⟩)
  rw [h0, mul_zero, zero_mul]
```

The term with displacement $m$ contains the factor $f(n+m)$. It therefore vanishes unless $n+m=j$ for some occupied site $j$, that is, unless $m=j-n$. The infinite sum is thus a finite one over these displacements, and the proof checks that every other term is zero.

```lean
/-- The phases `exp (2 i l k)` with integer `l ≠ 0` average to zero over a momentum
interval of length `π`; for `l = 0` the integral is `π`. -/
theorem integral_phase (l : ℤ) :
    ∫ k in (0 : ℝ)..π, exp (2 * I * (l : ℂ) * k) = if l = 0 then (π : ℂ) else 0 := by
  split_ifs with h
  · subst h
    simp
  · have hc : 2 * I * (l : ℂ) ≠ 0 :=
      mul_ne_zero (mul_ne_zero two_ne_zero Complex.I_ne_zero) (Int.cast_ne_zero.mpr h)
    have e : 2 * I * (l : ℂ) * (π : ℂ) = l * (2 * π * I) := by ring
    rw [integral_exp_mul_complex hc, e, Complex.exp_int_mul_two_pi_mul_I]
    simp
```

For an integer $l\neq0$,

$$\int_0^\pi e^{2ilk}\,dk=\frac{e^{2\pi i l}-1}{2il}=0,$$

and for $l=0$ the integrand is $1$ and the integral is $\pi$. The command `split_ifs` separates these two cases.

```lean
/-- Inversion formula: a Fourier integral of the Wigner function over momenta from `0` to
`π` returns the product of amplitudes at the sites `n - m` and `n + m`. -/
theorem wigner_inversion (f : ℤ →₀ ℂ) (n m : ℤ) :
    ∫ k in (0 : ℝ)..π, wigner f n k * exp (2 * I * (m : ℂ) * k)
      = π * (conj (f (n - m)) * f (n + m)) := by
  have h : ∀ k : ℝ, wigner f n k * exp (2 * I * (m : ℂ) * k)
      = ∑ l ∈ f.support.image (fun j => j - n),
        conj (f (n - l)) * f (n + l) * exp (2 * I * ((m - l : ℤ) : ℂ) * k) := by
    intro k
    rw [wigner_eq_sum, Finset.sum_mul]
    refine Finset.sum_congr rfl fun l _ => ?_
    rw [mul_assoc, ← Complex.exp_add]
    congr 2
    push_cast
    ring
  simp_rw [h]
  rw [intervalIntegral.integral_finsetSum]
  · simp_rw [intervalIntegral.integral_const_mul, integral_phase]
    -- only the displacement `l = m` survives
    rw [Finset.sum_eq_single m]
    · rw [if_pos (sub_self m)]
      ring
    · intro l _ hl
      rw [if_neg (sub_ne_zero.mpr hl.symm), mul_zero]
    · intro hm
      have h0 : f (n + m) = 0 := by
        by_contra h
        exact hm (Finset.mem_image.mpr ⟨n + m, Finsupp.mem_support_iff.mpr h, by simp⟩)
      rw [h0, mul_zero, zero_mul]
  · intro l _
    apply Continuous.intervalIntegrable
    fun_prop
```

The inversion formula is

$$\int_0^\pi W_f(n,k)\,e^{2imk}\,dk=\pi\,\overline{f(n-m)}\,f(n+m).$$

To derive it, insert the finite sum, with summation index $l$, and exchange sum and integral:

$$\sum_l \overline{f(n-l)}\,f(n+l)\int_0^\pi e^{2i(m-l)k}\,dk .$$

By the previous result only $l=m$ survives, with weight $\pi$. If $m$ is not among the displacements summed over, then $f(n+m)=0$ and both sides vanish.

The Lean proof takes the same route. The statement `h` merges the two exponentials, `intervalIntegral.integral_finsetSum` exchanges sum and integral, and `Finset.sum_eq_single m` selects the surviving term. The exchange requires each term to be integrable, which the last lines obtain from continuity.

The products on the right are density-matrix elements between the sites $n-m$ and $n+m$. These sites differ by $2m$, so they are both even or both odd. Coherences between an even and an odd site never enter $W_f$.

## From equal products to a common phase

```lean
/-- If two states have the same products `conj (f a) * f b` for all sites `a`, `b` of a set,
then on that set they differ by a single unit phase. -/
theorem exists_phase (s : Set ℤ) (f g : ℤ → ℂ)
    (h : ∀ a ∈ s, ∀ b ∈ s, conj (f a) * f b = conj (g a) * g b) :
    ∃ u : ℂ, ‖u‖ = 1 ∧ ∀ a ∈ s, g a = u * f a := by
  by_cases hz : ∃ a ∈ s, f a ≠ 0
  · -- an occupied site serves as phase reference
    obtain ⟨a, ha, hfa⟩ := hz
    have haa := h a ha a ha
    have hga : g a ≠ 0 := by
      intro h0
      simp [h0, hfa] at haa
    have hn : ‖f a‖ = ‖g a‖ := by
      rw [Complex.conj_mul', Complex.conj_mul'] at haa
      have h2 : ‖f a‖ ^ 2 = ‖g a‖ ^ 2 := by exact_mod_cast haa
      exact (sq_eq_sq₀ (norm_nonneg _) (norm_nonneg _)).mp h2
    have hc : conj (g a) ≠ 0 := by simpa using hga
    refine ⟨conj (f a) / conj (g a), ?_, fun b hb => ?_⟩
    · rw [norm_div, RCLike.norm_conj, RCLike.norm_conj, hn,
        div_self (norm_ne_zero_iff.mpr hga)]
    · rw [div_mul_eq_mul_div, eq_div_iff hc]
      linear_combination -(h a ha b hb)
  · refine ⟨1, by simp, fun a ha => ?_⟩
    have hfa : f a = 0 := by
      by_contra h0
      exact hz ⟨a, ha, h0⟩
    have haa := h a ha a ha
    simp [hfa] at haa
    simp [hfa, haa]
```

Here `s` is any set of sites, and $f$ and $g$ satisfy $\overline{f(a)}f(b)=\overline{g(a)}g(b)$ for all $a,b$ in it. The conclusion is that a single $u$ with $|u|=1$ gives $g=uf$ throughout the set.

Suppose first that some site $a$ in the set has $f(a)\neq0$. Taking $b=a$ gives $|f(a)|^2=|g(a)|^2$, so $g(a)\neq0$ and the two moduli agree. Define

$$u=\frac{\overline{f(a)}}{\overline{g(a)}},\qquad |u|=1.$$

Dividing the hypothesis for the pair $(a,b)$ by $\overline{g(a)}$ gives $g(b)=u f(b)$ for every $b$ in the set. If instead $f$ vanishes on the whole set, the hypothesis with $b=a$ gives $|g(a)|^2=0$ at each site, so $g$ vanishes there too and $u=1$ will do.

The split into cases is `by_cases hz`. The command `linear_combination` proves an equation by exhibiting it as a combination of known ones, here the hypothesis for the pair $(a,b)$.

## Which states share a Wigner function

```lean
/-- Two finitely supported lattice states have the same Wigner function if and only if they
differ by one unit phase on the even sites and one unit phase on the odd sites. -/
theorem wigner_eq_iff (f g : ℤ →₀ ℂ) :
    (∀ n k, wigner f n k = wigner g n k) ↔
      ∃ u v : ℂ, ‖u‖ = 1 ∧ ‖v‖ = 1 ∧
        (∀ j, Even j → g j = u * f j) ∧ (∀ j, Odd j → g j = v * f j) := by
  constructor
  · intro h
    -- the inversion formula reaches every pair of sites of equal parity
    have key : ∀ a b : ℤ, Even (b - a) → conj (f a) * f b = conj (g a) * g b := by
      rintro a b ⟨m, hm⟩
      have h1 := wigner_inversion f (a + m) m
      simp_rw [h] at h1
      rw [wigner_inversion g (a + m) m] at h1
      have h2 := mul_left_cancel₀ (Complex.ofReal_ne_zero.mpr Real.pi_ne_zero) h1
      rw [show a + m - m = a by ring, show a + m + m = b by omega] at h2
      exact h2.symm
    obtain ⟨u, hu, he⟩ := exists_phase {j | Even j} f g
      (fun a ha b hb => key a b (Even.sub hb ha))
    obtain ⟨v, hv, ho⟩ := exists_phase {j | Odd j} f g
      (fun a ha b hb => key a b (Odd.sub_odd hb ha))
    exact ⟨u, v, hu, hv, he, ho⟩
  · rintro ⟨u, v, hu, hv, he, ho⟩ n k
    have hu' : conj u * u = 1 := by rw [Complex.conj_mul', hu]; simp
    have hv' : conj v * v = 1 := by rw [Complex.conj_mul', hv]; simp
    refine tsum_congr fun m => ?_
    congr 1
    -- `n - m` and `n + m` lie on the same sublattice, so the phase cancels
    rcases Int.even_or_odd (n - m) with e | o
    · have e2 : Even (n + m) := by
        obtain ⟨t, ht⟩ := e
        exact ⟨t + m, by omega⟩
      rw [he _ e, he _ e2, map_mul]
      linear_combination (-(conj (f (n - m)) * f (n + m))) * hu'
    · have o2 : Odd (n + m) := by
        obtain ⟨t, ht⟩ := o
        exact ⟨t + m, by omega⟩
      rw [ho _ o, ho _ o2, map_mul]
      linear_combination (-(conj (f (n - m)) * f (n + m))) * hv'
```

The theorem says that $W_f(n,k)=W_g(n,k)$ for all $n$ and $k$ exactly when there are complex numbers $u$ and $v$ of modulus one with

$$g(j)=u f(j)\ \text{ for even } j,\qquad g(j)=v f(j)\ \text{ for odd } j.$$

**From equal Wigner functions to phases.** Let $a$ and $b$ have equal parity, so that $b-a=2m$ for an integer $m$, and put $n=a+m$. Then $n-m=a$ and $n+m=b$. Applying the inversion formula to $f$ and to $g$ and cancelling $\pi$ gives $\overline{f(a)}f(b)=\overline{g(a)}g(b)$. In Lean this is the statement `key`. Using `exists_phase` once on the even sites and once on the odd sites produces $u$ and $v$.

**From phases to equal Wigner functions.** The sites $n-m$ and $n+m$ have equal parity, so both amplitudes in a term acquire the same phase. On even sites

$$\overline{u f(n-m)}\;u f(n+m)=|u|^2\,\overline{f(n-m)}\,f(n+m)=\overline{f(n-m)}\,f(n+m),$$

and likewise with $v$ on odd sites. The sums agree term by term, which is what `tsum_congr` asks for.

A global phase is the case $u=v$. For a state that occupies both even and odd sites, the ratio $v/u$ is a physical relative phase, and $W_f$ contains no record of it. If only one of the two sublattices is occupied, the second phase acts on zeros and nothing physical is lost.

## Momenta that differ by π

```lean
/-- A boost by `q` translates both the momentum amplitude and the Wigner function by `q`
in momentum. -/
theorem boost_covariance (q : ℝ) (f : ℤ →₀ ℂ) (n : ℤ) (k : ℝ) :
    momentumAmplitude (boost q f) k = momentumAmplitude f (k - q) ∧
      wigner (boost q f) n k = wigner f n (k - q) := by
  have hb : ∀ j, boost q f j = exp (I * q * j) * f j := fun _ => rfl
  constructor
  · refine tsum_congr fun j => ?_
    have e : exp (I * q * j) * exp (-I * k * j) = exp (-I * ((k - q : ℝ) : ℂ) * j) := by
      rw [← Complex.exp_add]
      congr 1
      push_cast
      ring
    rw [hb]
    linear_combination f j * e
  · refine tsum_congr fun m => ?_
    have hc : conj (exp (I * q * ((n - m : ℤ) : ℂ))) = exp (-(I * q * ((n - m : ℤ) : ℂ))) := by
      rw [← Complex.exp_conj]
      congr 1
      simp
    have e : exp (-(I * q * ((n - m : ℤ) : ℂ))) * exp (I * q * ((n + m : ℤ) : ℂ))
        * exp (-2 * I * k * m) = exp (-2 * I * ((k - q : ℝ) : ℂ) * m) := by
      rw [← Complex.exp_add, ← Complex.exp_add]
      congr 1
      push_cast
      ring
    rw [hb, hb, map_mul, hc]
    linear_combination (conj (f (n - m)) * f (n + m)) * e
```

A boost by $q$ shifts both momentum descriptions by $q$. Writing $f_q(j)=e^{iqj}f(j)$ for the boosted state, the theorem states

$$\tilde f_q(k)=\tilde f(k-q),\qquad W_{f_q}(n,k)=W_f(n,k-q).$$

The first equation follows from $e^{iqj}e^{-ikj}=e^{-i(k-q)j}$. For the second, the two amplitudes contribute

$$e^{-iq(n-m)}\,e^{iq(n+m)}=e^{2iqm},$$

which combines with $e^{-2ikm}$ to give $e^{-2i(k-q)m}$. Each statement `e` in the proof is one of these exponential identities, and `hc` conjugates the boost phase. The variable $k$ in `wigner` is therefore on the same scale as the momentum in `momentumAmplitude`.

```lean
/-- Momentum aliasing: the Wigner function has period `π` in momentum, and a boost by `π`
leaves it unchanged. -/
theorem momentum_aliasing (f : ℤ →₀ ℂ) (n : ℤ) (k : ℝ) :
    wigner f n (k + π) = wigner f n k ∧ wigner (boost π f) n k = wigner f n k := by
  have hp : ∀ p : ℝ, wigner f n (p + π) = wigner f n p := by
    intro p
    refine tsum_congr fun m => ?_
    congr 1
    rw [show -2 * I * ((p + π : ℝ) : ℂ) * m
        = -2 * I * p * m + ((-m : ℤ) : ℂ) * (2 * π * I) by push_cast; ring,
      Complex.exp_add, Complex.exp_int_mul_two_pi_mul_I, mul_one]
  refine ⟨hp k, ?_⟩
  have h := hp (k - π)
  rw [sub_add_cancel] at h
  rw [(boost_covariance π f n k).2, h]
```

Replacing $k$ by $k+\pi$ multiplies each term of $W_f$ by $e^{-2\pi i m}=1$, so $W_f$ has period $\pi$. This is `hp`. Combining it with the boost rule gives

$$W_{f_\pi}(n,k)=W_f(n,k-\pi)=W_f(n,k).$$

The boost by $\pi$ multiplies the amplitude at site $j$ by $(-1)^j$, which is the choice $u=1$, $v=-1$ in the main theorem. The momentum amplitude, by contrast, is moved by half its period. In a phase-space plot of a single-particle wave packet on finitely many sites of a tight-binding chain, this definition consequently draws a packet and its copy boosted by $\pi$ identically.

```lean
/-- The sum and the difference of the states localised at sites `0` and `1` have the same
Wigner function, although no global factor turns one into the other. -/
theorem indistinguishable_pair :
    (∀ n k, wigner (Finsupp.single 0 1 + Finsupp.single 1 1) n k
      = wigner (Finsupp.single 0 1 - Finsupp.single 1 1) n k) ∧
    ¬ ∃ u : ℂ, ∀ j : ℤ, (Finsupp.single 0 1 - Finsupp.single 1 1 : ℤ →₀ ℂ) j
      = u * (Finsupp.single 0 1 + Finsupp.single 1 1 : ℤ →₀ ℂ) j := by
  constructor
  · rw [wigner_eq_iff]
    refine ⟨1, -1, by simp, by simp, fun j hj => ?_, fun j hj => ?_⟩
    · have h1 : (1 : ℤ) ≠ j := by
        obtain ⟨t, ht⟩ := hj
        omega
      simp [Finsupp.single_apply, h1]
    · have h0 : (0 : ℤ) ≠ j := by
        obtain ⟨t, ht⟩ := hj
        omega
      simp [Finsupp.single_apply, h0]
      split_ifs <;> simp
  · rintro ⟨u, hu⟩
    have h0 := hu 0
    have h1 := hu 1
    simp at h0 h1
    have h2 : (1 : ℂ) = -1 := by linear_combination h0 - h1
    norm_num at h2

end

end LatticeWigner
```

The last theorem treats the two states from the opening, without their factors $1/\sqrt2$. `Finsupp.single 0 1` is the state with amplitude $1$ at site $0$ and zero elsewhere, and `Finsupp.single 1 1` is the same at site $1$. The unnormalised sum and difference have Wigner function $1$ at each of the two sites, and normalising halves this to $1/2$.

The first half of the statement, equality of the Wigner functions, follows from `wigner_eq_iff` with phases $1$ on even and $-1$ on odd sites. The second half says that no complex number $u$, of any modulus, turns the sum into the difference. Site $0$ would require $1=u$ and site $1$ would require $-1=u$, hence $1=-1$, and `norm_num` rejects that equation.

```lean
#print axioms LatticeWigner.wigner_eq_iff
#print axioms LatticeWigner.momentum_aliasing
#print axioms LatticeWigner.indistinguishable_pair
```

```
'LatticeWigner.wigner_eq_iff' depends on axioms: [propext, Classical.choice, Quot.sound]
'LatticeWigner.momentum_aliasing' depends on axioms: [propext, Classical.choice, Quot.sound]
'LatticeWigner.indistinguishable_pair' depends on axioms: [propext, Classical.choice, Quot.sound]
```
